# On the axis behind the less charged nucleus of a diatomic, Berlin's antibinding region ends at a finite distance

A program that splits the electronic force in a diatomic molecule into binding and antibinding parts evaluates Berlin's function at every grid point and assigns the point to one part by its sign. To trace a surface that separates binding from antibinding points, it can start from a point where that surface meets the molecular axis. When the two nuclear charges differ, there is such a point behind the smaller charge, and its position has a closed form.

Let the nuclei have charges $Z_a > Z_b > 0$ in atomic units and let $R > 0$ be their separation. At distance $x > 0$ behind the nucleus of charge $Z_b$, on the side away from the other nucleus, Berlin's function is

$$f(x) = \frac{Z_a}{(x+R)^2} - \frac{Z_b}{x^2},$$

and it is positive exactly when

$$x > x_0, \qquad x_0 = \frac{R\sqrt{Z_b}}{\sqrt{Z_a}-\sqrt{Z_b}}.$$

It is negative exactly when $x < x_0$. Where $f > 0$, the electron's axial forces on the two nuclei differ in the sense that draws them together, and the point is called binding. The comparison is of forces, not of accelerations. Where $f < 0$ the point is antibinding. The antibinding part of this ray is therefore the bounded interval $0 < x < x_0$.

## Sorting grid points in a force analysis

Let $n$ be the electron density. With the nuclei clamped, the Hellmann–Feynman force that draws them together is

$$\frac12\int n\,f\,d^3r - \frac{Z_aZ_b}{R^2},$$

where $f$ is now Berlin's function at a general point in space. Some texts include the factor $\tfrac12$ in $f$, which leaves its sign unchanged. On a grid with weights $w_i$, the code forms $w_i n_i f_i$ at each point and adds it to a binding sum if $f_i > 0$ and to an antibinding sum if $f_i < 0$.

For hydrogen fluoride, $Z_a = 9$ and $Z_b = 1$, so $x_0 = R/2$: the boundary crosses the axis half a bond length behind the proton, where there is still appreciable density. For carbon monoxide, $Z_a = 8$ and $Z_b = 6$, and $x_0 \approx 6.46\,R$ behind carbon. With $R = 2$ bohr this is about $12.9$ bohr. A box that ends $10$ bohr behind carbon contains no binding point on that ray, and a plot made from it shows the ray as antibinding throughout. The force sums hardly notice, because the density is very small so far out.

A contour tracer can start at $x_0$ on the axis and follow the zero of $f$ away from it. The sign change there is a simple one, as the factored form below shows. This traces only the part of the boundary behind the smaller charge. The part behind the larger charge is a separate surface and needs its own starting point, because $f$ is positive everywhere between the two planes that pass through the nuclei perpendicular to the axis.

## From the Coulomb pull to the boundary point

Put the nucleus of charge $Z_a$ at $0$ and that of charge $Z_b$ at $R$ on the $z$ axis. An electron displaced from a nucleus of charge $Z$ by $d$ along the axis and by $\rho$ perpendicular to it attracts that nucleus with the axial force

$$p_Z(\rho,d) = \frac{Z\,d}{(\rho^2+d^2)^{3/2}}.$$

This is the Coulomb force $Z/(\rho^2+d^2)$ times the direction cosine $d/\sqrt{\rho^2+d^2}$. Here $\rho$ is a distance and not a density. Berlin's function is the pull on the first nucleus minus the pull on the second:

$$f_{Z_a,Z_b}(\rho,z) = p_{Z_a}(\rho,z) - p_{Z_b}(\rho,z-R).$$

**On the axis.** For $\rho = 0$ and $d > 0$ the denominator is $d^3$, so $p_Z(0,d) = Z/d^2$. The pull is odd in $d$, because only the numerator changes sign.

**Behind the second nucleus.** At $z = R + x$ the displacements are $x + R$ and $x$, both positive. This gives the formula for $f(x)$ stated at the start.

**Factoring.** Write $a = \sqrt{Z_a}$ and $b = \sqrt{Z_b}$. Over a common denominator the numerator is a difference of squares:

$$f(x) = \frac{a^2x^2 - b^2(x+R)^2}{(x+R)^2x^2} = \frac{\bigl(ax - b(x+R)\bigr)\bigl(ax + b(x+R)\bigr)}{(x+R)^2x^2}.$$

The first bracket is $(a-b)x - bR = (a-b)(x - x_0)$. Hence

$$f(x) = k\,(x-x_0), \qquad k = \frac{(a-b)\bigl(ax+b(x+R)\bigr)}{(x+R)^2x^2}.$$

Since $a > b > 0$, the factor $k$ is positive for every $x > 0$, and $f$ has the sign of $x - x_0$.

**When the whole ray is antibinding.** Let $Z_b > 0$ and suppose $Z_a \le Z_b$. Because $(x+R)^2 - x^2 = R(2x+R) > 0$,

$$Z_a x^2 \le Z_b x^2 < Z_b(x+R)^2.$$

Division by $x^2(x+R)^2$ gives $f(x) < 0$ for every $x > 0$. If instead $Z_a > Z_b$, the point $x_0 + 1$ is binding. The ray behind the second nucleus is thus entirely antibinding if and only if $Z_a \le Z_b$.

**Behind the larger charge.** Reflection through the midplane sends $z$ to $R - z$. Since the pull is odd,

$$f_{Z_a,Z_b}(\rho,R-z) = p_{Z_a}(\rho,R-z) - p_{Z_b}(\rho,-z) = p_{Z_b}(\rho,z) - p_{Z_a}(\rho,z-R) = f_{Z_b,Z_a}(\rho,z).$$

The ray behind the first nucleus is therefore the ray behind the second with the charges exchanged. For $Z_a > Z_b > 0$ the previous result applies to the exchanged charges, and every point of the ray is antibinding.

**Between the nuclei.** For $0 < z < R$ the electron pulls the two nuclei in opposite directions, and

$$f_{Z_a,Z_b}(0,z) = \frac{Z_a}{z^2} + \frac{Z_b}{(R-z)^2} > 0$$

for any two positive charges.

## The Lean file

```lean
import Mathlib

open Real

namespace BerlinAxis

noncomputable section

/-- Axial component of the Coulomb pull of a unit electronic charge on a nucleus of charge `Z`,
in atomic units. The electron is displaced from the nucleus by `d` along the axis and by `ρ`
perpendicular to it, not both zero. -/
def axialPull (Z ρ d : ℝ) : ℝ := Z * d / √(ρ ^ 2 + d ^ 2) ^ 3

/-- Berlin's function for nuclei `Za` at `0` and `Zb` at `R` on the axis: the axial pull on the
first nucleus minus that on the second, for an electron at height `z` and distance `ρ` from the
axis, away from both nuclei. Positive values draw the nuclei together. -/
def berlin (Za Zb R ρ z : ℝ) : ℝ := axialPull Za ρ z - axialPull Zb ρ (z - R)

/-- The nodal distance `R √Zb / (√Za - √Zb)` behind the nucleus of charge `Zb`, for charges
`Za > Zb > 0`. -/
def nodalDistance (Za Zb R : ℝ) : ℝ := R * √Zb / (√Za - √Zb)

/-- For an electron on the axis at distance `d > 0` on the positive side of a nucleus,
the pull is `Z / d ^ 2`. -/
theorem axialPull_on_axis (Z : ℝ) {d : ℝ} (hd : 0 < d) :
    axialPull Z 0 d = Z / d ^ 2 := by
  have h : √((0 : ℝ) ^ 2 + d ^ 2) = d := by
    rw [show (0 : ℝ) ^ 2 + d ^ 2 = d ^ 2 by ring, Real.sqrt_sq hd.le]
  unfold axialPull
  rw [h]
  field_simp

/-- Moving the electron to the mirror position on the other side of the nucleus reverses
the axial pull. -/
theorem axialPull_neg (Z ρ d : ℝ) : axialPull Z ρ (-d) = -axialPull Z ρ d := by
  unfold axialPull
  rw [neg_sq]
  ring

/-- For Berlin's function, reflecting the electron through the midplane is the same as exchanging
the two nuclear charges. -/
theorem berlin_reflect (Za Zb R ρ z : ℝ) :
    berlin Za Zb R ρ (R - z) = berlin Zb Za R ρ z := by
  unfold berlin
  rw [show R - z - R = -z by ring, show z - R = -(R - z) by ring,
    axialPull_neg, axialPull_neg]
  ring

/-- On the axis, at distance `x > 0` behind the second nucleus, with separation `R > 0`,
Berlin's function is `Za / (x + R) ^ 2 - Zb / x ^ 2`. -/
theorem berlin_behind (Za Zb : ℝ) {R x : ℝ} (hR : 0 < R) (hx : 0 < x) :
    berlin Za Zb R 0 (R + x) = Za / (x + R) ^ 2 - Zb / x ^ 2 := by
  unfold berlin
  rw [show R + x - R = x by ring, axialPull_on_axis Za (add_pos hR hx),
    axialPull_on_axis Zb hx, add_comm R x]

/-- For `Za > Zb > 0` and `R > 0`, Berlin's function at distance `x > 0` behind the less charged
nucleus is a positive factor times the difference between `x` and the nodal distance. -/
theorem berlin_factor {Za Zb R x : ℝ} (hb : 0 < Zb) (hab : Zb < Za)
    (hR : 0 < R) (hx : 0 < x) :
    ∃ k : ℝ, 0 < k ∧ berlin Za Zb R 0 (R + x) = k * (x - nodalDistance Za Zb R) := by
  have ha : 0 < Za := hb.trans hab
  have hs : 0 < √Za - √Zb := sub_pos.2 (Real.sqrt_lt_sqrt hb.le hab)
  have hsb : 0 < √Zb := Real.sqrt_pos.2 hb
  have hsa : 0 < √Za := Real.sqrt_pos.2 ha
  refine ⟨(√Za - √Zb) * (√Za * x + √Zb * (x + R)) / ((x + R) ^ 2 * x ^ 2),
    div_pos (mul_pos hs (by positivity)) (by positivity), ?_⟩
  -- write the charges as squares, so that the numerator is a difference of squares
  have e : Za / (x + R) ^ 2 - Zb / x ^ 2 = √Za ^ 2 / (x + R) ^ 2 - √Zb ^ 2 / x ^ 2 := by
    rw [Real.sq_sqrt ha.le, Real.sq_sqrt hb.le]
  rw [berlin_behind Za Zb hR hx, e]
  unfold nodalDistance
  have hne : √Za - √Zb ≠ 0 := hs.ne'
  have hxR : x + R ≠ 0 := (add_pos hx hR).ne'
  generalize √Za = a at hne ⊢
  generalize √Zb = b at hne ⊢
  field_simp
  ring

/-- For `Za > Zb > 0` and `R > 0`, a point on the axis at distance `x > 0` behind the less charged
nucleus is binding exactly when `x` exceeds the nodal distance, and antibinding exactly when `x` is
smaller. -/
theorem berlin_sign_behind_lighter {Za Zb R x : ℝ} (hb : 0 < Zb) (hab : Zb < Za)
    (hR : 0 < R) (hx : 0 < x) :
    (0 < berlin Za Zb R 0 (R + x) ↔ R * √Zb / (√Za - √Zb) < x) ∧
      (berlin Za Zb R 0 (R + x) < 0 ↔ x < R * √Zb / (√Za - √Zb)) := by
  obtain ⟨k, hk, e⟩ := berlin_factor hb hab hR hx
  unfold nodalDistance at e
  rw [e]
  constructor
  · rw [mul_pos_iff_of_pos_left hk, sub_pos]
  · constructor
    · intro h
      by_contra hc
      have := mul_nonneg hk.le (sub_nonneg.2 (not_lt.1 hc))
      linarith
    · intro h
      exact mul_neg_of_pos_of_neg hk (sub_neg.2 h)

/-- For `Za > Zb > 0` and `R > 0`, the antibinding points on the axis behind the less charged
nucleus form the bounded open interval from that nucleus to the nodal distance. -/
theorem antibinding_interval {Za Zb R : ℝ} (hb : 0 < Zb) (hab : Zb < Za) (hR : 0 < R) :
    {x : ℝ | 0 < x ∧ berlin Za Zb R 0 (R + x) < 0} =
      Set.Ioo 0 (nodalDistance Za Zb R) := by
  ext x
  exact and_congr_right fun hx => (berlin_sign_behind_lighter hb hab hR hx).2

/-- For `Zb > 0` and `R > 0`, the whole axis behind the second nucleus is antibinding if and only
if the charge of the first nucleus does not exceed that of the second. -/
theorem antibinding_everywhere_iff {Za Zb R : ℝ} (hb : 0 < Zb) (hR : 0 < R) :
    (∀ x : ℝ, 0 < x → berlin Za Zb R 0 (R + x) < 0) ↔ Za ≤ Zb := by
  constructor
  · intro h
    by_contra hc
    have hab : Zb < Za := not_le.1 hc
    have hs : 0 < √Za - √Zb := sub_pos.2 (Real.sqrt_lt_sqrt hb.le hab)
    have hn : 0 ≤ R * √Zb / (√Za - √Zb) :=
      div_nonneg (mul_nonneg hR.le (Real.sqrt_nonneg _)) hs.le
    -- a point beyond the nodal distance is binding
    have hx : 0 < R * √Zb / (√Za - √Zb) + 1 := by linarith
    have hpos := (berlin_sign_behind_lighter hb hab hR hx).1.2 (by linarith)
    exact lt_asymm hpos (h _ hx)
  · intro hab x hx
    rw [berlin_behind Za Zb hR hx, sub_neg,
      div_lt_div_iff₀ (by positivity) (by positivity)]
    have h1 : Za * x ^ 2 ≤ Zb * x ^ 2 := mul_le_mul_of_nonneg_right hab (sq_nonneg x)
    have h2 : 0 < Zb * (R * (2 * x + R)) := by positivity
    nlinarith

/-- For `Za > Zb > 0` and `R > 0`, every point on the axis behind the more highly charged nucleus is
antibinding. -/
theorem antibinding_behind_heavier {Za Zb R x : ℝ} (hb : 0 < Zb) (hab : Zb < Za)
    (hR : 0 < R) (hx : 0 < x) : berlin Za Zb R 0 (-x) < 0 := by
  rw [show -x = R - (R + x) by ring, berlin_reflect]
  exact (antibinding_everywhere_iff (hb.trans hab) hR).2 hab.le x hx

/-- For positive nuclear charges, every point on the axis strictly between the nuclei
is binding. -/
theorem binding_between {Za Zb R z : ℝ} (ha : 0 < Za) (hb : 0 < Zb)
    (hz : 0 < z) (hzR : z < R) : 0 < berlin Za Zb R 0 z := by
  have hd : 0 < R - z := sub_pos.2 hzR
  unfold berlin
  rw [show z - R = -(R - z) by ring, axialPull_neg, axialPull_on_axis Za hz,
    axialPull_on_axis Zb hd, sub_neg_eq_add]
  positivity

end

end BerlinAxis
```

```lean
#print axioms BerlinAxis.berlin_sign_behind_lighter
-- 'BerlinAxis.berlin_sign_behind_lighter' depends on axioms: [propext, Classical.choice, Quot.sound]
#print axioms BerlinAxis.antibinding_interval
-- 'BerlinAxis.antibinding_interval' depends on axioms: [propext, Classical.choice, Quot.sound]
#print axioms BerlinAxis.antibinding_behind_heavier
-- 'BerlinAxis.antibinding_behind_heavier' depends on axioms: [propext, Classical.choice, Quot.sound]
#print axioms BerlinAxis.binding_between
-- 'BerlinAxis.binding_between' depends on axioms: [propext, Classical.choice, Quot.sound]
```

## What is established on the axis, and what the force adds

The definition `axialPull Z ρ d` is $p_Z(\rho,d)$, and `berlin Za Zb R ρ z` is $f_{Z_a,Z_b}(\rho,z)$. These definitions fix the sign convention: positive values draw the nuclei together. They also fix atomic units and the positions $0$ and $R$. The formula for $f(x)$ is not assumed, but derived from the Coulomb pull in `berlin_behind`. All quantities are real numbers, so the charges need not be integers. In the theorem names `berlin_sign_behind_lighter` and `antibinding_behind_heavier`, "lighter" and "heavier" stand for the smaller and the larger nuclear charge, and masses play no part.

The main theorem, `berlin_sign_behind_lighter`, takes $Z_b > 0$, $Z_b < Z_a$, $R > 0$ and $x > 0$, and states two equivalences, one for each sign of Berlin's function at `R + x`. The distance $x_0$, named `nodalDistance`, is written out there in full. `antibinding_interval` says the same for the set of antibinding distances: it equals `Set.Ioo 0 (nodalDistance Za Zb R)`, the open interval from $0$ to $x_0$.

Three further theorems treat the other orderings of the charges and the rest of the axis. `antibinding_everywhere_iff` requires only $Z_b > 0$ and $R > 0$, and shows that the condition $Z_a > Z_b$ is exactly what lets binding points, or points where $f$ vanishes, occur behind the second nucleus. `antibinding_behind_heavier` covers the other outer ray, and `binding_between` covers the open segment between the nuclei.

The step from these signs to an actual molecule is the Hellmann–Feynman theorem, which turns Berlin's function and the density into a force. It holds for exact wavefunctions. In a finite basis of atom-centred functions the energy gradient generally contains further terms, and the integral above is then only part of it. The sign at a point also says nothing about whether a given density binds the molecule, since that depends on the integral over all space and on the nuclear repulsion. The definition of `berlin` allows $\rho \neq 0$, but the sign theorems all have $\rho = 0$, so the shape of the boundary surface away from the axis is left open. The pull is that of a bare point charge with the full nuclear charge. A pseudopotential that replaces core electrons gives the pull of the smaller valence charge outside the core and a different form inside it, so $x_0$ computed from the full nuclear charges does not apply to it.

## The steps in Lean

`axialPull_on_axis` replaces the square root by $d$, which is allowed because $d > 0$, and `field_simp` cancels the common factor. `axialPull_neg` is the oddness of the pull. `berlin_reflect` applies it to both terms, and `berlin_behind` inserts the two positive displacements.

The algebra is in `berlin_factor`. Its statement says that some positive $k$ exists, and its proof supplies the explicit $k$ derived above. The auxiliary equation `e` writes the charges as squares of their roots. The two `generalize` lines then replace the roots by plain letters, so that `field_simp` and `ring` have only an identity between rational expressions to confirm. This is the difference of squares and the extraction of $a - b$ in one step.

`berlin_sign_behind_lighter` takes this $k$ and reads off the signs. A product with a positive factor is positive exactly when the other factor is, which gives the first equivalence. For the second, one direction is by contradiction: if $x \ge x_0$, the product is not negative. The other is the rule that a positive number times a negative one is negative. `antibinding_interval` then compares the two sets element by element.

In `antibinding_everywhere_iff`, the first direction evaluates the function at $x_0 + 1$, where the main theorem gives a positive value and the assumption a negative one. The second direction clears the denominators with `div_lt_div_iff₀`. The facts `h1` and `h2` are the inequality $Z_a x^2 \le Z_b x^2$ and the positivity of $Z_b R(2x+R)$, and `nlinarith` combines them.

`antibinding_behind_heavier` writes $-x$ as $R - (R + x)$, reflects, and uses the preceding theorem with the charges exchanged. `binding_between` turns the second pull around by oddness, after which `positivity` recognises a sum of two positive terms.
